# A real n×n matrix (n ≥ 1) is uniquely a scalar plus an antisymmetric plus a traceless symmetric matrix

A shielding calculation returns a real 3×3 matrix, which in general is not symmetric. To compare it with a spectrum, one takes a third of its trace as the isotropic shielding, and symmetrises the matrix before diagonalising it for the principal values. This treats the matrix as a sum of three parts, and it relies on the parts being well defined and on their not mixing when the molecule is described in another frame. Both properties are derived below for real square matrices of any size n ≥ 1, where a change of frame means conjugation by an orthogonal matrix.

## The tensor, its product and its change of frame

An interaction tensor T, such as a shielding or a coupling tensor, is a real matrix with entries T_ij. In the Lean file `n` is the finite type of the indices i and j, and the dimension is `Fintype.card n`. In the formulas here, n is that number.

```lean
import Mathlib

open Matrix

namespace InteractionTensor

noncomputable section

variable {n : Type*} [Fintype n]
```

Two tensors A and B are compared by the Frobenius product, which multiplies them entry by entry and adds up:

⟨A, B⟩ = tr(AᵀB) = Σ_ij A_ij B_ij

The squared Frobenius norm of T is ⟨T, T⟩.

```lean
/-- The Frobenius inner product `tr (Aᵀ B)` of two real tensors. -/
def frob (A B : Matrix n n ℝ) : ℝ := trace (Aᵀ * B)
```

A matrix R takes the tensor to

T ↦ R T Rᵀ

The definition accepts any R. Orthogonality enters later as the hypothesis `hR : R * Rᵀ = 1`, which admits improper rotations, such as reflections, as well as proper ones.

```lean
/-- The tensor `T` after the change of frame `R`, that is `R T Rᵀ`. -/
def rotate (R T : Matrix n n ℝ) : Matrix n n ℝ := R * T * Rᵀ
```

## Antisymmetric against symmetric

The antisymmetric part of T is

anti(T) = (T − Tᵀ)/2

```lean
/-- The antisymmetric part `(T - Tᵀ) / 2` of a tensor. -/
def antiPart (T : Matrix n n ℝ) : Matrix n n ℝ := (1 / 2 : ℝ) • (T - Tᵀ)
```

Let A be any antisymmetric matrix and S any symmetric one, so that Aᵀ = −A and Sᵀ = S. A matrix and its transpose have the same trace, and the trace of a product does not depend on the order of its two factors. Hence

tr(AS) = tr((AS)ᵀ) = tr(SᵀAᵀ) = −tr(SA) = −tr(AS)

so tr(AS) = 0, and therefore

⟨A, S⟩ = tr(AᵀS) = −tr(AS) = 0

```lean
/-- An antisymmetric and a symmetric tensor are Frobenius-orthogonal. -/
theorem frob_antisymm_symm {A S : Matrix n n ℝ} (hA : Aᵀ = -A) (hS : Sᵀ = S) :
    frob A S = 0 := by
  -- transposing the product shows that its trace equals its own negative
  have h := Matrix.trace_transpose (A * S)
  rw [Matrix.transpose_mul, hA, hS, Matrix.mul_neg, Matrix.trace_neg,
    Matrix.trace_mul_comm S A] at h
  unfold frob
  rw [hA, Matrix.neg_mul, Matrix.trace_neg]
  linarith
```

In the proof, `h` is the first chain of equalities after rewriting. The goal is then reduced to −tr(AS) = 0, and `linarith` obtains it from `h`.

## The isotropic and the traceless symmetric part

The isotropic part is the multiple of the unit matrix that has the same trace as T:

iso(T) = (tr T / n) 1

```lean
variable [DecidableEq n]

/-- The isotropic part `(tr T / n) 1` of a tensor, for dimension `n ≥ 1`. -/
def isoPart (T : Matrix n n ℝ) : Matrix n n ℝ :=
  (trace T / (Fintype.card n : ℝ)) • (1 : Matrix n n ℝ)
```

Removing it from the symmetrised tensor leaves

sym(T) = (T + Tᵀ)/2 − (tr T / n) 1

The name `symPart` thus stands for the traceless symmetric part, not for (T + Tᵀ)/2.

```lean
/-- The symmetric part of a tensor minus its isotropic part, for dimension `n ≥ 1`. -/
def symPart (T : Matrix n n ℝ) : Matrix n n ℝ :=
  (1 / 2 : ℝ) • (T + Tᵀ) - isoPart T
```

These parts have the symmetries that their names promise. Transposition exchanges T and Tᵀ, which reverses the sign of anti(T) and leaves sym(T) as it is. The unit matrix has trace n, so

tr sym(T) = (tr T + tr T)/2 − (tr T / n) n = 0

The last step needs n ≠ 0, which is supplied by the assumption `[Nonempty n]`.

```lean
/-- `antiPart T` is antisymmetric, and `symPart T` is symmetric and traceless. -/
theorem parts_symmetry [Nonempty n] (T : Matrix n n ℝ) :
    (antiPart T)ᵀ = -antiPart T ∧ (symPart T)ᵀ = symPart T ∧ trace (symPart T) = 0 := by
  have hN : (Fintype.card n : ℝ) ≠ 0 := Nat.cast_ne_zero.mpr Fintype.card_ne_zero
  refine ⟨?_, ?_, ?_⟩
  · unfold antiPart
    rw [Matrix.transpose_smul, Matrix.transpose_sub, Matrix.transpose_transpose]
    module
  · simp only [symPart, isoPart, Matrix.transpose_sub, Matrix.transpose_smul,
      Matrix.transpose_add, Matrix.transpose_transpose, Matrix.transpose_one]
    module
  · have h : trace T / (Fintype.card n : ℝ) * (Fintype.card n : ℝ) = trace T := by
      field_simp
    simp only [symPart, isoPart, Matrix.trace_sub, Matrix.trace_smul, Matrix.trace_add,
      Matrix.trace_transpose, Matrix.trace_one, smul_eq_mul]
    linarith
```

The tactic `module` settles the two transposition claims, which are linear identities between matrices. The trace claim uses `h`, the statement that (tr T / n) n = tr T.

## Solving for the three parts

Suppose that somebody presents a decomposition

T = c 1 + A + S, with Aᵀ = −A, Sᵀ = S and tr S = 0

where c is a real number. Since tr A = tr Aᵀ = −tr A, the trace of A vanishes. Taking the trace of the decomposition gives

tr T = n c, so c = tr T / n

Transposing it gives

Tᵀ = c 1 − A + S

The difference and the sum of the two equations are

T − Tᵀ = 2A

T + Tᵀ = 2c 1 + 2S

and they yield A = anti(T) and S = sym(T). Conversely, the explicit parts have the required symmetries, and they add up to T:

(tr T / n) 1 + (T − Tᵀ)/2 + (T + Tᵀ)/2 − (tr T / n) 1 = T

```lean
/-- A tensor is a scalar matrix plus an antisymmetric plus a traceless symmetric matrix
in exactly one way, and the three terms are given by the explicit formulas. -/
theorem decomposition_iff [Nonempty n] (T A S : Matrix n n ℝ) (c : ℝ) :
    (T = c • (1 : Matrix n n ℝ) + A + S ∧ Aᵀ = -A ∧ Sᵀ = S ∧ trace S = 0) ↔
      (c = trace T / (Fintype.card n : ℝ) ∧ A = antiPart T ∧ S = symPart T) := by
  have hN : (Fintype.card n : ℝ) ≠ 0 := Nat.cast_ne_zero.mpr Fintype.card_ne_zero
  constructor
  · rintro ⟨hT, hA, hS, hS0⟩
    have hA0 : trace A = 0 := by
      have h := Matrix.trace_transpose A
      rw [hA, Matrix.trace_neg] at h
      linarith
    -- the trace isolates the scalar, the transpose separates the other two parts
    have hc : trace T / (Fintype.card n : ℝ) = c := by
      rw [hT, Matrix.trace_add, Matrix.trace_add, Matrix.trace_smul, Matrix.trace_one,
        hA0, hS0, smul_eq_mul, add_zero, add_zero, mul_div_cancel_right₀ _ hN]
    have hTt : Tᵀ = c • (1 : Matrix n n ℝ) - A + S := by
      rw [hT, Matrix.transpose_add, Matrix.transpose_add, Matrix.transpose_smul,
        Matrix.transpose_one, hA, hS, sub_eq_add_neg]
    refine ⟨hc.symm, ?_, ?_⟩
    · unfold antiPart
      rw [hTt, hT]
      module
    · unfold symPart isoPart
      rw [hc, hTt, hT]
      module
  · rintro ⟨rfl, rfl, rfl⟩
    refine ⟨?_, parts_symmetry T⟩
    unfold antiPart symPart isoPart
    module
```

The theorem is an equivalence. Read from left to right, it says that there is no other decomposition; read from right to left, it says that the explicit one works. In the proof, `hc` is the trace equation and `hTt` the transposed decomposition. After these are inserted, `module` carries out the subtraction and the addition.

In the smallest case, n = 1, the tensor is a single number. An antisymmetric 1×1 matrix is zero, and so is a traceless one, so the isotropic part is all of T.

## No overlap between the parts

For any matrix X, the product with an isotropic part sees only the trace of X:

⟨iso(T), X⟩ = (tr T / n) tr X

Both anti(U) and sym(U) are traceless, so both are orthogonal to iso(T), and T and U may be different tensors. The remaining pair, anti(T) and sym(U), is covered by the result for antisymmetric and symmetric matrices.

```lean
/-- Parts of different type are Frobenius-orthogonal, even when they are taken from two
different tensors. -/
theorem parts_orthogonal [Nonempty n] (T U : Matrix n n ℝ) :
    frob (isoPart T) (antiPart U) = 0 ∧ frob (isoPart T) (symPart U) = 0 ∧
      frob (antiPart T) (symPart U) = 0 := by
  -- the product with a scalar matrix only sees the trace
  have h : ∀ X : Matrix n n ℝ,
      frob (isoPart T) X = trace T / (Fintype.card n : ℝ) * trace X := by
    intro X
    simp only [frob, isoPart, Matrix.transpose_smul, Matrix.transpose_one,
      Matrix.smul_mul, Matrix.one_mul, Matrix.trace_smul, smul_eq_mul]
  have hA : trace (antiPart U) = 0 := by
    simp only [antiPart, Matrix.trace_smul, Matrix.trace_sub, Matrix.trace_transpose,
      sub_self, smul_zero]
  refine ⟨?_, ?_, frob_antisymm_symm (parts_symmetry T).1 (parts_symmetry U).2.1⟩
  · rw [h, hA, mul_zero]
  · rw [h, (parts_symmetry U).2.2, mul_zero]
```

Now write T as the sum of its parts and expand ⟨T, T⟩. Of the nine products, the six between different parts vanish, which leaves

⟨T, T⟩ = ⟨iso(T), iso(T)⟩ + ⟨anti(T), anti(T)⟩ + ⟨sym(T), sym(T)⟩

```lean
/-- The squared Frobenius norm of a tensor is the sum of those of its three parts. -/
theorem frob_self_eq_sum [Nonempty n] (T : Matrix n n ℝ) :
    frob T T = frob (isoPart T) (isoPart T) + frob (antiPart T) (antiPart T)
      + frob (symPart T) (symPart T) := by
  have hT : isoPart T + antiPart T + symPart T = T := by
    unfold antiPart symPart isoPart
    module
  have comm : ∀ A B : Matrix n n ℝ, trace (Aᵀ * B) = trace (Bᵀ * A) := by
    intro A B
    rw [← Matrix.trace_transpose (Aᵀ * B), Matrix.transpose_mul,
      Matrix.transpose_transpose]
  obtain ⟨h1, h2, h3⟩ := parts_orthogonal T T
  have h4 := comm (isoPart T) (antiPart T)
  have h5 := comm (isoPart T) (symPart T)
  have h6 := comm (antiPart T) (symPart T)
  simp only [frob] at h1 h2 h3
  -- expand the product of the sums; all cross terms vanish
  calc frob T T = frob (isoPart T + antiPart T + symPart T)
        (isoPart T + antiPart T + symPart T) := by rw [hT]
    _ = _ := by
      simp only [frob, Matrix.transpose_add, Matrix.add_mul, Matrix.mul_add,
        Matrix.trace_add]
      linarith
```

Orthogonality was shown with the factors in one order only. The auxiliary statement `comm`, ⟨A, B⟩ = ⟨B, A⟩, provides the other order, and `linarith` then removes the cross terms from the expanded product.

## The parts in another frame

Let R Rᵀ = 1. For square matrices this implies RᵀR = 1, and so

tr(R T Rᵀ) = tr(RᵀR T) = tr T

```lean
/-- The trace of a tensor is unchanged by an orthogonal change of frame. -/
theorem trace_rotate {R : Matrix n n ℝ} (hR : R * Rᵀ = 1) (T : Matrix n n ℝ) :
    trace (rotate R T) = trace T := by
  unfold rotate
  rw [Matrix.trace_mul_comm, ← Matrix.mul_assoc, mul_eq_one_comm.mp hR, Matrix.one_mul]
```

The isotropic part therefore keeps its value:

R iso(T) Rᵀ = (tr T / n) R Rᵀ = (tr T / n) 1 = iso(R T Rᵀ)

Transposition commutes with the change of frame,

(R T Rᵀ)ᵀ = R Tᵀ Rᵀ

and the change of frame is linear in T. Applied to the formulas for the other two parts, this gives

R anti(T) Rᵀ = anti(R T Rᵀ)

R sym(T) Rᵀ = sym(R T Rᵀ)

```lean
/-- An orthogonal change of frame maps each part of `T` to the same part of `R T Rᵀ`. -/
theorem parts_rotate {R : Matrix n n ℝ} (hR : R * Rᵀ = 1) (T : Matrix n n ℝ) :
    rotate R (isoPart T) = isoPart (rotate R T) ∧
      rotate R (antiPart T) = antiPart (rotate R T) ∧
      rotate R (symPart T) = symPart (rotate R T) := by
  have ht : (rotate R T)ᵀ = rotate R Tᵀ := by
    simp only [rotate, Matrix.transpose_mul, Matrix.transpose_transpose, Matrix.mul_assoc]
  have hi : rotate R (isoPart T) = isoPart (rotate R T) := by
    unfold isoPart
    rw [trace_rotate hR]
    simp only [rotate, Matrix.mul_smul, Matrix.smul_mul, Matrix.mul_one, hR]
  refine ⟨hi, ?_, ?_⟩
  · unfold antiPart
    rw [ht]
    simp only [rotate, Matrix.mul_smul, Matrix.smul_mul, Matrix.mul_sub, Matrix.sub_mul]
  · unfold symPart
    rw [ht, ← hi]
    simp only [rotate, Matrix.mul_smul, Matrix.smul_mul, Matrix.mul_sub, Matrix.sub_mul,
      Matrix.mul_add, Matrix.add_mul]
```

The facts `ht` and `hi` are the transposition rule and the isotropic case; the rest distributes R and Rᵀ over sums and multiples.

Orthogonality of R matters here. Take n = 2, T = 1 and R = diag(2, 1). Then T is purely isotropic, but

R T Rᵀ = diag(4, 1)

has isotropic part (5/2) 1 and traceless symmetric part diag(3/2, −3/2). A frame with unequally scaled axes turns an isotropic tensor into an anisotropic one.

For n = 3, the three parts correspond to the ranks 0, 1 and 2 of spherical tensor language. The theorem says that rotations do not mix them, which is weaker than saying that none of them can be split further.

## What a field along b measures

Let b be a unit vector along the magnetic field, b·b = 1. The component of the tensor along the field is b·Tb. The transpose has the same component, because

b·Tᵀb = (Tb)·b = b·Tb

The antisymmetric part therefore contributes nothing, and the definition of sym(T) gives

b·sym(T)b = b·Tb − (tr T / n) b·b

With b·b = 1 this becomes

b·Tb = tr T / n + b·sym(T)b

```lean
/-- Along a unit field direction `b`, the component `b · T b` is `tr T / n` plus the
component of the traceless symmetric part. -/
theorem component_along_field (T : Matrix n n ℝ) (b : n → ℝ) (hb : b ⬝ᵥ b = 1) :
    b ⬝ᵥ (T *ᵥ b) = trace T / (Fintype.card n : ℝ) + b ⬝ᵥ (symPart T *ᵥ b) := by
  -- a tensor and its transpose have the same component along `b`
  have ht : b ⬝ᵥ (Tᵀ *ᵥ b) = b ⬝ᵥ (T *ᵥ b) := by
    rw [Matrix.dotProduct_mulVec, Matrix.vecMul_transpose, dotProduct_comm]
  simp only [symPart, isoPart, Matrix.sub_mulVec, Matrix.smul_mulVec, Matrix.add_mulVec,
    Matrix.one_mulVec, dotProduct_sub, dotProduct_smul, dotProduct_add, smul_eq_mul, ht, hb]
  ring

end

end InteractionTensor
```

The hypothesis `hb` fixes the normalisation of b, and it already excludes n = 0, where no unit vector exists. In the proof, `ht` is the equality of the two components, and `ring` collects the terms.

For a single spin in a strong field, with the shielding treated to first order, b·Tb is the quantity that shifts the resonance, so a computed shielding tensor can be symmetrised without changing the predicted line position. The tensor itself is taken as given: how it follows from the electronic structure, and when the first-order treatment is adequate, are separate questions.

```lean
#print axioms InteractionTensor.decomposition_iff
#print axioms InteractionTensor.frob_self_eq_sum
#print axioms InteractionTensor.parts_rotate
#print axioms InteractionTensor.component_along_field
```

```
'InteractionTensor.decomposition_iff' depends on axioms: [propext, Classical.choice, Quot.sound]
'InteractionTensor.frob_self_eq_sum' depends on axioms: [propext, Classical.choice, Quot.sound]
'InteractionTensor.parts_rotate' depends on axioms: [propext, Classical.choice, Quot.sound]
'InteractionTensor.component_along_field' depends on axioms: [propext, Classical.choice, Quot.sound]
```
